# Equal degeneracy of the levels $E$ and $-E$, for $|E|\neq|m|$, of the matrix Dirac Hamiltonian with blocks $m, D^\dagger, D, -m$

## The block Hamiltonian and its energy spaces

Let $p$ and $q$ be finite index sets, $D$ a complex matrix with rows indexed by $p$ and columns indexed by $q$, and $m$ a real number of either sign. A state is a pair $\psi=(u,v)$ with upper component $u\in\mathbb C^q$ and lower component $v\in\mathbb C^p$. The matrix $D$ takes upper components to lower ones, and its conjugate transpose $D^\dagger$ takes lower components to upper ones. In units in which $\hbar$ and the speed of light equal $1$, the Hamiltonian is

$$
H=\begin{pmatrix} m & D^\dagger\\ D & -m\end{pmatrix}.
$$

The constant $m$ stands for the mass term of the Dirac equation. The same matrix describes a tight-binding model on two sublattices: $D$ holds the hopping amplitudes between them, and $m$ is a staggered on-site energy, $+m$ on one sublattice and $-m$ on the other.

In the code $p$ and $q$ are arbitrary finite types, and a state is a function on the disjoint union `q ⊕ p`. The upper component $u$ is written `ψ ∘ Sum.inl`, the lower component $v$ is `ψ ∘ Sum.inr`, and $D^\dagger$ is `Dᴴ`.

In Lean 4 with Mathlib:

```lean
import Mathlib

open Matrix
open scoped ComplexOrder

namespace DiracSpectralPairing

noncomputable section

variable {p q : Type*} [Fintype p] [Fintype q] [DecidableEq p] [DecidableEq q]

/-- The Dirac Hamiltonian with mass `m` and off-diagonal block `D`, acting on an upper
component indexed by `q` and a lower component indexed by `p`. -/
def diracH (D : Matrix p q ℂ) (m : ℝ) : Matrix (q ⊕ p) (q ⊕ p) ℂ :=
  Matrix.fromBlocks ((m : ℂ) • 1) Dᴴ D (-((m : ℂ) • 1))
```

For real $E$, write $V_E$ for the space of all solutions of $H\psi=E\psi$, including $\psi=0$. If $E$ is not an eigenvalue, then $V_E=\{0\}$. Since $H$ is Hermitian, restricting $E$ to real values loses no levels. In the code $V_E$ is `energySpace D m E`, Mathlib's eigenspace of the linear map that belongs to the matrix.

```lean
/-- The space of solutions of `H ψ = E ψ` for the Dirac Hamiltonian. -/
def energySpace (D : Matrix p q ℂ) (m E : ℝ) : Submodule ℂ (q ⊕ p → ℂ) :=
  Module.End.eigenspace (Matrix.toLin' (diracH D m)) (E : ℂ)
```

One more map is needed. For $E\neq m$ put

$$
c=-\frac{E+m}{E-m},\qquad P_E(u,v)=(u,\,c\,v).
$$

It leaves the upper component alone and rescales the lower one, so it does not in general preserve the norm. The code calls it `partner m E` and supplies the proof that it is linear.

```lean
/-- The map that keeps the upper component and multiplies the lower one by
`-(E + m) / (E - m)`, meant for `E ≠ m`. -/
def partner (m E : ℝ) : (q ⊕ p → ℂ) →ₗ[ℂ] (q ⊕ p → ℂ) where
  toFun ψ := Sum.elim (ψ ∘ Sum.inl) ((-((E : ℂ) + m) / ((E : ℂ) - m)) • (ψ ∘ Sum.inr))
  map_add' x y := by
    ext (i | i)
    · rfl
    · exact mul_add _ _ _
  map_smul' a x := by
    ext (i | i)
    · rfl
    · exact mul_left_comm _ _ _
```

The model is non-interacting and finite-dimensional, the mass is constant, and the diagonal blocks contain nothing else: no further potential and, in the tight-binding reading, no hopping within a sublattice. The tight-binding orbitals are taken to be orthonormal. Differential operators on a continuum are not covered. Within these limits the pairing in part (c) gives a check on a computed tight-binding spectrum: a level away from $\pm m$ must appear with the same degeneracy at the opposite energy.

## (a) Two coupled equations for the components

**Task.** Show that $\psi=(u,v)$ lies in $V_E$ if and only if

$$
Du=(E+m)\,v\qquad\text{and}\qquad D^\dagger v=(E-m)\,u .
$$

**Solution.** Written out by blocks, $H\psi=E\psi$ reads

$$
mu+D^\dagger v=Eu,\qquad Du-mv=Ev .
$$

Moving $mu$ to the right in the first equation gives $D^\dagger v=(E-m)u$. Moving $-mv$ to the right in the second gives $Du=(E+m)v$. Both moves can be undone, so the two systems are equivalent.

```lean
/-- The stationary Dirac equation is a pair of coupled equations for the upper and the
lower component. -/
theorem mem_energySpace_iff (D : Matrix p q ℂ) (m E : ℝ) (ψ : q ⊕ p → ℂ) :
    ψ ∈ energySpace D m E ↔
      D *ᵥ (ψ ∘ Sum.inl) = ((E : ℂ) + m) • (ψ ∘ Sum.inr) ∧
      Dᴴ *ᵥ (ψ ∘ Sum.inr) = ((E : ℂ) - m) • (ψ ∘ Sum.inl) := by
  rw [energySpace, Module.End.mem_eigenspace_iff, Matrix.toLin'_apply, diracH,
    Matrix.fromBlocks_mulVec]
  simp only [Matrix.neg_mulVec, Matrix.smul_mulVec, Matrix.one_mulVec]
  constructor
  · intro h
    constructor
    · ext i
      have h' := congrFun h (Sum.inr i)
      simp only [Sum.elim_inr, Pi.add_apply, Pi.neg_apply, Pi.smul_apply, smul_eq_mul,
        Function.comp_apply] at h' ⊢
      linear_combination h'
    · ext i
      have h' := congrFun h (Sum.inl i)
      simp only [Sum.elim_inl, Pi.add_apply, Pi.smul_apply, smul_eq_mul,
        Function.comp_apply] at h' ⊢
      linear_combination h'
  · rintro ⟨h1, h2⟩
    ext (i | i)
    · have h' := congrFun h2 i
      simp only [Sum.elim_inl, Pi.add_apply, Pi.smul_apply, smul_eq_mul,
        Function.comp_apply] at h' ⊢
      linear_combination h'
    · have h' := congrFun h1 i
      simp only [Sum.elim_inr, Pi.add_apply, Pi.neg_apply, Pi.smul_apply, smul_eq_mul,
        Function.comp_apply] at h' ⊢
      linear_combination h'
```

The theorem lists the equation for $Du$ first and the one for $D^\dagger v$ second. In its proof `Matrix.fromBlocks_mulVec` carries out the block multiplication. The equations are then compared entry by entry, and each `linear_combination` moves a mass term across the equality sign, twice for each direction of the equivalence.

## (b) From a solution at $E$ to a solution at the opposite energy

**Task.** Let $E\neq m$ and $\psi\in V_E$. Show that

$$
H\,P_E\psi=-E\,P_E\psi .
$$

**Solution.** By part (a), with $-E$ in place of $E$ and $cv$ in place of $v$, two equations have to be checked:

$$
Du=(-E+m)\,c\,v,\qquad D^\dagger(cv)=(-E-m)\,u .
$$

The definition of $c$ gives $c\,(E-m)=-(E+m)$. Hence $(-E+m)\,c=E+m$, and the first equation becomes $Du=(E+m)v$, which holds because $\psi\in V_E$. For the second, use $D^\dagger v=(E-m)u$:

$$
D^\dagger(cv)=c\,(E-m)\,u=-(E+m)\,u .
$$

```lean
/-- For `E ≠ m`, rescaling the lower component turns a solution of energy `E` into a
solution of energy `-E`. -/
theorem partner_mem (D : Matrix p q ℂ) {m E : ℝ} (hE : E ≠ m) {ψ : q ⊕ p → ℂ}
    (hψ : ψ ∈ energySpace D m E) : partner m E ψ ∈ energySpace D m (-E) := by
  have hne : (E : ℂ) - m ≠ 0 := sub_ne_zero.2 (by exact_mod_cast hE)
  have hc : (-((E : ℂ) + m) / ((E : ℂ) - m)) * ((E : ℂ) - m) = -((E : ℂ) + m) :=
    div_mul_cancel₀ _ hne
  have hu : partner m E ψ ∘ Sum.inl = ψ ∘ Sum.inl := rfl
  have hv : partner m E ψ ∘ Sum.inr =
      (-((E : ℂ) + m) / ((E : ℂ) - m)) • (ψ ∘ Sum.inr) := rfl
  rw [mem_energySpace_iff] at hψ ⊢
  rw [hu, hv, Matrix.mulVec_smul, hψ.1, hψ.2, smul_smul, smul_smul, Complex.ofReal_neg]
  constructor
  · congr 1
    linear_combination hc
  · congr 1
    linear_combination hc
```

The hypothesis `hE` is $E\neq m$, and the conclusion says that `partner m E ψ` belongs to the energy space at `-E`. The identity $c(E-m)=-(E+m)$ is the intermediate fact `hc`. After part (a) has been applied to both the assumption and the goal, two comparisons of scalar factors remain, and each follows from `hc`. For $m\neq0$ the theorem also allows $E=-m$. There $c=0$, and $u=0$ by part (e) below, so $P_E\psi$ is the zero vector and does not give a state at energy $m$.

## (c) Equal degeneracy away from the thresholds

**Task.** Let $|E|\neq|m|$. Show that

$$
\dim V_E=\dim V_{-E}.
$$

**Solution.** The hypothesis excludes the two thresholds, $E=m$ and $E=-m$, so $c$ is well defined and nonzero. By part (b), $P_E$ maps $V_E$ into $V_{-E}$. It is injective: if $(u,cv)=(u',cv')$, then $u=u'$, and dividing by $c$ gives $v=v'$. An injective linear map cannot lower the dimension, so

$$
\dim V_E\le\dim V_{-E}.
$$

The number $-E$ satisfies the same hypothesis. Applying the inequality to it gives $\dim V_{-E}\le\dim V_E$, and the two dimensions agree.

```lean
/-- Spectral pairing: away from the thresholds, `|E| ≠ |m|`, the levels `E` and `-E` of the
Dirac Hamiltonian have the same degeneracy. -/
theorem finrank_energySpace_neg (D : Matrix p q ℂ) {m E : ℝ} (hE : |E| ≠ |m|) :
    Module.finrank ℂ (energySpace D m E) = Module.finrank ℂ (energySpace D m (-E)) := by
  -- for `|E| ≠ |m|` the partner map embeds the energy space at `E` into the one at `-E`
  have key : ∀ E : ℝ, |E| ≠ |m| →
      Module.finrank ℂ (energySpace D m E) ≤ Module.finrank ℂ (energySpace D m (-E)) := by
    intro E hE
    have h1 : E ≠ m := fun h => hE (by rw [h])
    have h2 : E + m ≠ 0 := fun h => hE (by rw [eq_neg_of_add_eq_zero_left h, abs_neg])
    have hc : -((E : ℂ) + m) / ((E : ℂ) - m) ≠ 0 :=
      div_ne_zero (neg_ne_zero.2 (by exact_mod_cast h2))
        (sub_ne_zero.2 (by exact_mod_cast h1))
    apply LinearMap.finrank_le_finrank_of_injective
      (f := (partner m E).restrict (fun ψ hψ => partner_mem D h1 hψ))
    intro x y hxy
    have h : partner m E x.1 = partner m E y.1 := congrArg Subtype.val hxy
    apply Subtype.ext
    funext i
    rcases i with i | i
    · exact congrFun h (Sum.inl i)
    · exact mul_left_cancel₀ hc (congrFun h (Sum.inr i))
  apply le_antisymm (key E hE)
  have h := key (-E) (by rwa [abs_neg])
  rwa [neg_neg] at h
```

Here `Module.finrank ℂ` is the complex dimension, which is the degeneracy of the level. The statement includes the case in which both spaces are zero, so $E$ is an eigenvalue exactly when $-E$ is. It also allows $m=0$, where the hypothesis reduces to $E\neq0$.

The inequality is proved as `key` for every admissible energy, so that it can be used at $E$ and again at $-E$. The map $P_E$ is restricted to the energy space with the help of part (b), and `mul_left_cancel₀ hc` is the division by $c$. Finally `le_antisymm` joins the two inequalities.

## (d) States at energy $m$

**Task.** Let $m\neq0$. Show that $\psi=(u,v)$ lies in $V_m$ if and only if

$$
Du=0\qquad\text{and}\qquad v=0 .
$$

**Solution.** At $E=m$ the equations of part (a) are $Du=2mv$ and $D^\dagger v=0$. Apply $D^\dagger$ to the first:

$$
D^\dagger Du=2m\,D^\dagger v=0 .
$$

Taking the inner product with $u$ gives

$$
\|Du\|^2=u^\dagger D^\dagger Du=0,
$$

so $Du=0$. Then $2mv=0$, and since $m\neq0$, also $v=0$. Conversely, if $Du=0$ and $v=0$, both equations of part (a) hold at $E=m$.

```lean
/-- For nonzero mass, the states at `E = m` are exactly the zero modes of `D` in the upper
component, with vanishing lower component. -/
theorem mem_threshold_pos (D : Matrix p q ℂ) {m : ℝ} (hm : m ≠ 0) (ψ : q ⊕ p → ℂ) :
    ψ ∈ energySpace D m m ↔ D *ᵥ (ψ ∘ Sum.inl) = 0 ∧ ψ ∘ Sum.inr = 0 := by
  rw [mem_energySpace_iff]
  constructor
  · rintro ⟨h1, h2⟩
    rw [sub_self, zero_smul] at h2
    have hD : D *ᵥ (ψ ∘ Sum.inl) = 0 :=
      (Matrix.conjTranspose_mul_self_mulVec_eq_zero D _).1
        (by rw [← Matrix.mulVec_mulVec, h1, Matrix.mulVec_smul, h2, smul_zero])
    have hne : (m : ℂ) + m ≠ 0 := by
      rw [← two_mul]
      exact mul_ne_zero two_ne_zero (by exact_mod_cast hm)
    exact ⟨hD, (smul_eq_zero.1 (h1.symm.trans hD)).resolve_left hne⟩
  · rintro ⟨hu, hv⟩
    rw [hu, hv]
    simp
```

The positivity step, from $D^\dagger Du=0$ to $Du=0$, is Mathlib's `Matrix.conjTranspose_mul_self_mulVec_eq_zero`. The nonzero factor $2m$ appears as `(m : ℂ) + m` in `hne`, and `resolve_left` uses it to conclude $v=0$.

The condition $m\neq0$ matters. For $m=0$ the equations at zero energy are $Du=0$ and $D^\dagger v=0$, and a state at zero energy can then have a nonzero lower component.

## (e) States at energy $-m$

**Task.** Let $m\neq0$. Show that $\psi=(u,v)$ lies in $V_{-m}$ if and only if

$$
u=0\qquad\text{and}\qquad D^\dagger v=0 .
$$

**Solution.** At $E=-m$ the equations of part (a) are $Du=0$ and $D^\dagger v=-2mu$. Apply $D$ to the second:

$$
DD^\dagger v=-2m\,Du=0 .
$$

Therefore $\|D^\dagger v\|^2=v^\dagger DD^\dagger v=0$, so $D^\dagger v=0$. Then $-2mu=0$, and $u=0$. Conversely, $u=0$ and $D^\dagger v=0$ satisfy both equations.

```lean
/-- For nonzero mass, the states at `E = -m` are exactly the zero modes of `D†` in the lower
component, with vanishing upper component. -/
theorem mem_threshold_neg (D : Matrix p q ℂ) {m : ℝ} (hm : m ≠ 0) (ψ : q ⊕ p → ℂ) :
    ψ ∈ energySpace D m (-m) ↔ ψ ∘ Sum.inl = 0 ∧ Dᴴ *ᵥ (ψ ∘ Sum.inr) = 0 := by
  rw [mem_energySpace_iff, Complex.ofReal_neg]
  constructor
  · rintro ⟨h1, h2⟩
    rw [neg_add_cancel, zero_smul] at h1
    have hD : Dᴴ *ᵥ (ψ ∘ Sum.inr) = 0 :=
      (Matrix.self_mul_conjTranspose_mulVec_eq_zero D _).1
        (by rw [← Matrix.mulVec_mulVec, h2, Matrix.mulVec_smul, h1, smul_zero])
    have hne : -(m : ℂ) - m ≠ 0 := by
      rw [show -(m : ℂ) - m = (-2) * m by ring]
      exact mul_ne_zero (by norm_num) (by exact_mod_cast hm)
    exact ⟨(smul_eq_zero.1 (h2.symm.trans hD)).resolve_left hne, hD⟩
  · rintro ⟨hu, hv⟩
    rw [hu, hv]
    simp
```

The proof is that of part (d) with the roles of $D$ and $D^\dagger$ exchanged, and the positivity lemma is now the one for $DD^\dagger$. Parts (d) and (e) describe the threshold states but do not count them; a formula for the difference of the two dimensions is not derived here.

## (f) A threshold state without a partner

**Task.** Let $m\neq0$ and $D=\begin{pmatrix}1&0\end{pmatrix}$, so that $u$ has two entries and $v$ has one. Show that

$$
\begin{pmatrix}0\\1\\0\end{pmatrix}\in V_m
\qquad\text{and}\qquad V_{-m}=\{0\}.
$$

**Solution.** The given vector has $u=(0,1)$ and $v=0$. Since $Du=1\cdot0+0\cdot1=0$, part (d) places it in $V_m$. Now let $(u,v)\in V_{-m}$. By part (e), $u=0$ and

$$
D^\dagger v=\begin{pmatrix}v\\0\end{pmatrix}=0,
$$

so $v=0$ as well.

The first vector is nonzero, so $V_m$ and $V_{-m}$ have different dimensions. The equality in part (c) therefore does not extend to $|E|=|m|$ in general.

```lean
/-- The pairing can fail at threshold: for `D = (1 0)` and nonzero mass, the second upper
basis vector is a state at `E = m`, while there is no nonzero state at `E = -m`. -/
theorem unpaired_threshold {m : ℝ} (hm : m ≠ 0) :
    (Sum.elim ![0, 1] 0 : Fin 2 ⊕ Fin 1 → ℂ) ∈
        energySpace (!![1, 0] : Matrix (Fin 1) (Fin 2) ℂ) m m ∧
      energySpace (!![1, 0] : Matrix (Fin 1) (Fin 2) ℂ) m (-m) = ⊥ := by
  constructor
  · rw [mem_threshold_pos _ hm, Sum.elim_comp_inl, Sum.elim_comp_inr]
    refine ⟨?_, rfl⟩
    ext i
    fin_cases i
    simp [Matrix.mulVec, dotProduct, Fin.sum_univ_succ]
  · rw [Submodule.eq_bot_iff]
    intro ψ hψ
    obtain ⟨hu, hv⟩ := (mem_threshold_neg _ hm ψ).1 hψ
    have h0 : ψ (Sum.inr 0) = 0 := by
      have h := congrFun hv 0
      simpa [Matrix.mulVec, dotProduct, Matrix.conjTranspose_apply] using h
    funext i
    rcases i with i | i
    · exact congrFun hu i
    · rw [Subsingleton.elim i 0]
      exact h0

end

end DiracSpectralPairing
```

In the statement `!![1, 0]` is the matrix $D$, `Sum.elim ![0, 1] 0` is the state with upper component $(0,1)$ and zero lower component, and `⊥` is the zero subspace. The two halves of the proof use parts (d) and (e) and then evaluate the small matrix products.

```lean
#print axioms DiracSpectralPairing.finrank_energySpace_neg
-- 'DiracSpectralPairing.finrank_energySpace_neg' depends on axioms: [propext, Classical.choice, Quot.sound]
#print axioms DiracSpectralPairing.unpaired_threshold
-- 'DiracSpectralPairing.unpaired_threshold' depends on axioms: [propext, Classical.choice, Quot.sound]
```

## The gap between $-|m|$ and $|m|$

The elimination used in part (d) also works at a general energy. If $(u,v)\in V_E$, then

$$
D^\dagger Du=(E+m)\,D^\dagger v=(E^2-m^2)\,u,
\qquad
\|Du\|^2=(E^2-m^2)\,\|u\|^2 .
$$

If $u\neq0$, this forces $E^2\ge m^2$. If $u=0$ and the state is nonzero, then $v\neq0$, and $(E+m)v=Du=0$ gives $E=-m$. Every eigenvalue therefore satisfies $|E|\ge|m|$. This bound is argued here by hand only, and the code contains no theorem for it.

## The case $m=3$, $D=(4\;\;0)$

The Hamiltonian is

$$
H=\begin{pmatrix}3&0&4\\0&3&0\\4&0&-3\end{pmatrix}.
$$

The vector $(2,0,1)$ is mapped to $(10,0,5)$, so it has energy $5$. At $E=5$ the factor is $c=-(5+3)/(5-3)=-4$, and the rescaled vector is $(2,0,-4)$. It is mapped to $(-10,0,20)$, which is $-5$ times itself. The normalised states are

$$
\frac{1}{\sqrt5}(2,0,1)\quad\text{at }E=5,\qquad
\frac{1}{\sqrt5}(1,0,-2)\quad\text{at }E=-5 .
$$

The third eigenvector is $(0,1,0)$ at $E=3=m$. The spectrum is thus $5,\,3,\,-5$: the outer levels are paired, and the threshold level at $3$ has no partner at $-3$.
